# Quenched defects with Boltzmann holes and electrons have exactly one neutral Fermi level

When a semiconductor cools faster than its defects can migrate or recombine, it keeps the defects it had, while electrons still pass between them and the bands until the Fermi level settles where the total charge is zero. To make this a definite equation, one must choose what is frozen. Here the total N_d of each defect d is a fixed number, and only its division among charge states responds to the Fermi level μ. There are finitely many defects, each with a nonempty finite set of charge states, and holes and electrons follow Boltzmann statistics. Under these assumptions exactly one real μ gives neutrality.

Defect calculations based on electronic-structure energies can solve an equation of this kind for the Fermi level after a quench, often with carrier densities from Fermi–Dirac statistics and a computed density of states instead of the Boltzmann forms used here. In this dilute, non-degenerate model, a root search on the net charge has a single target.

```lean
import Mathlib

open Finset

namespace QuenchedDefects

noncomputable section
```

## Charge states at a fixed total

Let b = 1/(k_B T), usually written β, where T is the temperature after the quench, at which the electrons equilibrate. Let q_s be the charge of state s in units of the elementary charge, and E_s its formation energy when the Fermi level sits at the zero of μ. Forming state s transfers q_s electrons to the reservoir, so at Fermi level μ its formation energy is E_s + q_s μ, and its weight is

w_s(μ) = exp(−b(E_s + q_s μ)).

In Lean, `S` is the type of charge states, and `E` and `q` are real functions on it. Charges may be any real numbers, with integers as the physical case. A degeneracy g_s > 0 can be absorbed by replacing E_s with E_s − (ln g_s)/b when b > 0.

```lean
/-- Boltzmann weight of a charge state with energy `E s` and charge `q s` at Fermi level `μ`
and inverse temperature `b`. -/
def weight {S : Type*} (b : ℝ) (E q : S → ℝ) (μ : ℝ) (s : S) : ℝ :=
  Real.exp (-(b * (E s + q s * μ)))
```

Because the total is fixed, the weights serve only to divide it. With Z(μ) = Σ_t w_t(μ), the fraction of the defect in state s is

f_s(μ) = w_s(μ)/Z(μ).

```lean
/-- Fraction of a defect found in charge state `s`, for a nonempty finite set of
charge states. -/
def occupation {S : Type*} [Fintype S] (b : ℝ) (E q : S → ℝ) (μ : ℝ) (s : S) : ℝ :=
  weight b E q μ s / ∑ t, weight b E q μ t
```

The mean charge of one defect is therefore

M(μ) = Σ_s q_s f_s(μ).

```lean
/-- Mean charge of one defect, averaged over its nonempty finite set of charge states. -/
def meanCharge {S : Type*} [Fintype S] (b : ℝ) (E q : S → ℝ) (μ : ℝ) : ℝ :=
  ∑ s, q s * occupation b E q μ s
```

Different defects may have different sets of charge states, which is why `S` becomes a family of types `S d`. Writing M_d for the mean charge of defect d, the charge held by all defects is

Q(μ) = Σ_d N_d M_d(μ).

```lean
/-- Total charge of the quenched defects, where defect `d` has the fixed total `N d`. -/
def defectCharge {D : Type*} {S : D → Type*} [Fintype D] [∀ d, Fintype (S d)]
    (b : ℝ) (N : D → ℝ) (E q : ∀ d, S d → ℝ) (μ : ℝ) : ℝ :=
  ∑ d, N d * meanCharge b (E d) (q d) μ
```

The hole and electron densities are P exp(−bμ) and C exp(bμ). The constants P and C are their values at μ = 0; each combines a band's effective density of states with the Boltzmann factor for the distance of its edge from the energy zero. With N_d also read as a density, the net charge density, in units of the elementary charge, is

R(μ) = P exp(−bμ) − C exp(bμ) + Q(μ).

```lean
/-- Total charge of holes, electrons and quenched defects at Fermi level `μ`. -/
def netCharge {D : Type*} {S : D → Type*} [Fintype D] [∀ d, Fintype (S d)]
    (b P C : ℝ) (N : D → ℝ) (E q : ∀ d, S d → ℝ) (μ : ℝ) : ℝ :=
  P * Real.exp (-(b * μ)) - C * Real.exp (b * μ) + defectCharge b N E q μ
```

Every weight is an exponential, hence positive, and there is at least one charge state. So Z(μ) > 0.

```lean
section OneDefect

variable {S : Type*} [Fintype S] [Nonempty S]

lemma partition_pos (b : ℝ) (E q : S → ℝ) (μ : ℝ) : 0 < ∑ s, weight b E q μ s :=
  Finset.sum_pos (fun _ _ => Real.exp_pos _) Finset.univ_nonempty
```

Dividing by Z then gives

Σ_s f_s(μ) = Z(μ)/Z(μ) = 1.

This is the conservation built into the model: changing μ moves a defect between charge states without changing its total.

```lean
/-- For a defect with a nonempty finite set of charge states, the fractions in those states add up
to one at every Fermi level. -/
theorem sum_occupation (b : ℝ) (E q : S → ℝ) (μ : ℝ) : ∑ s, occupation b E q μ s = 1 := by
  unfold occupation
  rw [← Finset.sum_div, div_self (partition_pos b E q μ).ne']
```

## A rising Fermi level never raises the mean charge

Take x ≤ y, and set m = M(x) and δ = b(y − x) ≥ 0. The weights at the two levels are related by

w_s(y) = w_s(x) exp(−δ q_s).

Since exp(−δq) does not increase with q, the two factors below never have the same strict sign:

(q_s − m)(exp(−δ q_s) − exp(−δ m)) ≤ 0.

Multiplying by w_s(x) > 0 and rearranging gives

(q_s − m) w_s(y) ≤ exp(−δ m)(q_s − m) w_s(x).

Now sum over s. Because Σ_s q_s w_s(μ) = M(μ)Z(μ), the result is

(M(y) − m)Z(y) ≤ exp(−δ m)(M(x) − m)Z(x) = 0.

As Z(y) > 0, it follows that M(y) ≤ M(x). No derivative is needed.

In the Lean proof, `hm` is the identity for M(μ)Z(μ), `key` is the inequality for one state, and `hdev` rewrites the summed deviations from m. The case split inside `key` treats charges above and below m separately. The final contradiction uses the positivity of Z(y).

```lean
/-- For `b ≥ 0` the mean charge of a defect never increases when the Fermi level rises. -/
theorem meanCharge_antitone {b : ℝ} (hb : 0 ≤ b) (E q : S → ℝ) :
    Antitone (meanCharge b E q) := by
  intro x y hxy
  have hm : ∀ μ, meanCharge b E q μ * ∑ s, weight b E q μ s
      = ∑ s, q s * weight b E q μ s := by
    intro μ
    unfold meanCharge occupation
    rw [Finset.sum_mul]
    refine Finset.sum_congr rfl fun s _ => ?_
    rw [mul_assoc, div_mul_cancel₀ _ (partition_pos b E q μ).ne']
  obtain ⟨m, hmx⟩ : ∃ m, m = meanCharge b E q x := ⟨_, rfl⟩
  have hd : 0 ≤ b * (y - x) := mul_nonneg hb (sub_nonneg.2 hxy)
  -- each state's deviation from the old mean `m`, weighted at `y`, is at most a common factor
  -- times the same deviation weighted at `x`
  have key : ∀ s, (q s - m) * weight b E q y s
      ≤ Real.exp (-(b * (y - x) * m)) * ((q s - m) * weight b E q x s) := by
    intro s
    have hw : weight b E q y s
        = weight b E q x s * Real.exp (-(b * (y - x) * q s)) := by
      unfold weight
      rw [← Real.exp_add]
      congr 1
      ring
    have h : (q s - m) * (Real.exp (-(b * (y - x) * q s))
        - Real.exp (-(b * (y - x) * m))) ≤ 0 := by
      rcases le_total m (q s) with h | h
      · exact mul_nonpos_iff.2 (Or.inl ⟨sub_nonneg.2 h, sub_nonpos.2
          (Real.exp_le_exp.2 (neg_le_neg (mul_le_mul_of_nonneg_left h hd)))⟩)
      · exact mul_nonpos_iff.2 (Or.inr ⟨sub_nonpos.2 h, sub_nonneg.2
          (Real.exp_le_exp.2 (neg_le_neg (mul_le_mul_of_nonneg_left h hd)))⟩)
    have hpos : 0 ≤ weight b E q x s := (Real.exp_pos _).le
    rw [hw]
    nlinarith [mul_nonneg hpos (neg_nonneg.2 h)]
  have hdev : ∀ μ, ∑ s, (q s - m) * weight b E q μ s
      = (meanCharge b E q μ - m) * ∑ s, weight b E q μ s := by
    intro μ
    simp only [sub_mul, Finset.sum_sub_distrib, hm, ← Finset.mul_sum]
  have hs := Finset.sum_le_sum (fun s (_ : s ∈ Finset.univ) => key s)
  rw [← Finset.mul_sum, hdev y, hdev x, ← hmx, sub_self, zero_mul, mul_zero] at hs
  rw [← hmx]
  by_contra hc
  have := mul_pos (sub_pos.2 (not_le.1 hc)) (partition_pos b E q y)
  linarith
```

M is also continuous: it is a finite sum of quotients of continuous functions whose denominator Z never vanishes.

```lean
lemma meanCharge_continuous (b : ℝ) (E q : S → ℝ) : Continuous (meanCharge b E q) := by
  have hw : ∀ s, Continuous (fun μ => weight b E q μ s) := by
    intro s
    unfold weight
    fun_prop
  exact continuous_finsetSum _ fun s _ => continuous_const.mul
    ((hw s).div (continuous_finsetSum _ fun t _ => hw t)
      fun μ => (partition_pos b E q μ).ne')

end OneDefect
```

Multiplying by N_d ≥ 0 preserves the inequality for each defect, and summing over d gives

x ≤ y implies Q(y) ≤ Q(x).

The hypothesis `hN` says that no defect has a negative total. The type `D` of defects may be empty, in which case Q = 0.

```lean
variable {D : Type*} {S : D → Type*} [Fintype D] [∀ d, Fintype (S d)] [∀ d, Nonempty (S d)]
variable {b P C : ℝ} {N : D → ℝ}

lemma defectCharge_antitone (hb : 0 ≤ b) (hN : ∀ d, 0 ≤ N d) (E q : ∀ d, S d → ℝ) :
    Antitone (defectCharge b N E q) := fun _ _ h =>
  Finset.sum_le_sum fun d _ =>
    mul_le_mul_of_nonneg_left (meanCharge_antitone hb (E d) (q d) h) (hN d)
```

## Carriers make the decrease strict

The defect charge may stay constant, for instance when each defect has only one charge state. The carriers supply strictness. If x < y and b, P, C > 0, then

P exp(−by) < P exp(−bx) and C exp(bx) < C exp(by).

Together with Q(y) ≤ Q(x), these give R(y) < R(x). In the proof, `h1`, `h2` and `h3` are the three inequalities, and `linarith` adds them.

```lean
/-- With `b > 0`, both kinds of carriers present and nonnegative defect totals, the net charge
strictly decreases as the Fermi level rises. -/
theorem netCharge_strictAnti (hb : 0 < b) (hP : 0 < P) (hC : 0 < C) (hN : ∀ d, 0 ≤ N d)
    (E q : ∀ d, S d → ℝ) : StrictAnti (netCharge b P C N E q) := by
  intro x y hxy
  have hbxy : b * x < b * y := mul_lt_mul_of_pos_left hxy hb
  have h1 := mul_lt_mul_of_pos_left (Real.exp_lt_exp.2 (neg_lt_neg hbxy)) hP
  have h2 := mul_lt_mul_of_pos_left (Real.exp_lt_exp.2 hbxy) hC
  have h3 := defectCharge_antitone hb.le hN E q hxy.le
  unfold netCharge
  linarith
```

## Existence and uniqueness of the neutral level

A strictly decreasing function has at most one zero. For existence, R must take values on both sides of zero. Write Q₀ = Q(0).

Far up, let t = (P + |Q₀|)/C and μ₊ = t/b ≥ 0. Monotonicity gives Q(μ₊) ≤ Q₀ ≤ |Q₀|, and exp(t) ≥ t + 1 gives

C exp(t) ≥ P + |Q₀| + C.

Since P exp(−t) ≤ P,

R(μ₊) ≤ P − (P + |Q₀| + C) + |Q₀| = −C < 0.

Far down, let u = (C + |Q₀|)/P and μ₋ = −u/b ≤ 0. Now Q(μ₋) ≥ Q₀ ≥ −|Q₀|, P exp(u) ≥ C + |Q₀| + P and C exp(−u) ≤ C, so

R(μ₋) ≥ (C + |Q₀| + P) − C − |Q₀| = P > 0.

Continuity gives a zero between μ₋ and μ₊. The theorem states only that the zero exists and is unique. These two levels suit the proof but not a floating-point bisection, since t or u can be so large that its exponential overflows. The levels ln(1 + t)/b and −ln(1 + u)/b satisfy the same bounds on R and make a much narrower starting bracket when t or u is large.

In words, the statement below says: for b, P, C > 0, totals N_d ≥ 0, and any real energies and charges, there is one and only one real μ with `netCharge b P C N E q μ = 0`. The symbol `∃!` carries both halves. In the proof, `hneg` and `hpos` are the two estimates, `mem_range_of_exists_le_of_exists_ge` is the intermediate value step, and injectivity of the strictly decreasing R gives uniqueness.

The hypotheses do not place this μ well inside the band gap. That must be checked before the answer is applied to a real crystal, because near or beyond a band edge the Boltzmann carrier densities should be replaced by Fermi–Dirac ones. The model also takes the formation energies as independent of the defect concentrations.

```lean
/-- Quenched defects with nonnegative fixed totals, together with holes and electrons
(`P, C > 0`) at `b > 0`, are charge neutral at exactly one real Fermi level. -/
theorem existsUnique_neutral_level (hb : 0 < b) (hP : 0 < P) (hC : 0 < C)
    (hN : ∀ d, 0 ≤ N d) (E q : ∀ d, S d → ℝ) :
    ∃! μ : ℝ, netCharge b P C N E q μ = 0 := by
  have hanti := defectCharge_antitone hb.le hN E q
  have hcont : Continuous (netCharge b P C N E q) := by
    have h1 : Continuous (defectCharge b N E q) :=
      continuous_finsetSum _ fun d _ =>
        continuous_const.mul (meanCharge_continuous b (E d) (q d))
    have h2 : Continuous (fun μ : ℝ => P * Real.exp (-(b * μ)) - C * Real.exp (b * μ)) := by
      fun_prop
    exact h2.add h1
  obtain ⟨Q, hQ⟩ : ∃ Q, Q = defectCharge b N E q 0 := ⟨_, rfl⟩
  -- far up, electrons outweigh the holes and the defects
  have hneg : ∃ μ, netCharge b P C N E q μ ≤ 0 := by
    have ht : 0 ≤ (P + |Q|) / C := by positivity
    refine ⟨(P + |Q|) / C / b, ?_⟩
    have h0 := hanti (div_nonneg ht hb.le)
    have he := mul_le_mul_of_nonneg_left (Real.add_one_le_exp ((P + |Q|) / C)) hC.le
    have hc : C * ((P + |Q|) / C + 1) = P + |Q| + C := by field_simp
    have h1 := mul_le_mul_of_nonneg_left (Real.exp_le_one_iff.2 (neg_nonpos.2 ht)) hP.le
    unfold netCharge
    rw [mul_div_cancel₀ _ hb.ne']
    linarith [le_abs_self Q]
  -- far down, holes outweigh the electrons and the defects
  have hpos : ∃ μ, 0 ≤ netCharge b P C N E q μ := by
    have ht : 0 ≤ (C + |Q|) / P := by positivity
    refine ⟨-((C + |Q|) / P / b), ?_⟩
    have h0 := hanti (neg_nonpos.2 (div_nonneg ht hb.le))
    have he := mul_le_mul_of_nonneg_left (Real.add_one_le_exp ((C + |Q|) / P)) hP.le
    have hc : P * ((C + |Q|) / P + 1) = C + |Q| + P := by field_simp
    have h1 := mul_le_mul_of_nonneg_left (Real.exp_le_one_iff.2 (neg_nonpos.2 ht)) hC.le
    unfold netCharge
    rw [mul_neg, mul_div_cancel₀ _ hb.ne', neg_neg]
    linarith [neg_abs_le Q]
  obtain ⟨μ, hμ⟩ := mem_range_of_exists_le_of_exists_ge hcont hneg hpos
  exact ⟨μ, hμ, fun ν hν =>
    (netCharge_strictAnti hb hP hC hN E q).injective (hν.trans hμ.symm)⟩
```

## Electron density at neutrality

Let n = C exp(bμ) and p = P exp(−bμ) at a neutral level. Neutrality and mass action read

n − p = Q(μ) and np = PC.

Hence

Q(μ)² + 4PC = (n − p)² + 4np = (n + p)².

Since n + p ≥ 0, taking the root gives

n = (Q(μ) + √(Q(μ)² + 4PC))/2.

The formula is in general implicit, because Q(μ) can depend on the level being sought. The theorem assumes P, C ≥ 0 but puts no sign condition on b or the totals. In Lean, `hprod` is the cancellation of exponentials behind mass action, `hQ` is neutrality, and `hsq` is the perfect square.

```lean
omit [∀ d, Nonempty (S d)] in
/-- At a neutral Fermi level, with `P, C ≥ 0`, the electron density is
`(Q + √(Q² + 4PC)) / 2`, where `Q` is the defect charge at that level. -/
theorem electron_density_of_neutral (hP : 0 ≤ P) (hC : 0 ≤ C) (E q : ∀ d, S d → ℝ) {μ : ℝ}
    (h : netCharge b P C N E q μ = 0) :
    C * Real.exp (b * μ) = (defectCharge b N E q μ
      + Real.sqrt (defectCharge b N E q μ ^ 2 + 4 * (P * C))) / 2 := by
  have hprod : Real.exp (-(b * μ)) * Real.exp (b * μ) = 1 := by
    rw [← Real.exp_add, neg_add_cancel, Real.exp_zero]
  have hQ : defectCharge b N E q μ = C * Real.exp (b * μ) - P * Real.exp (-(b * μ)) := by
    unfold netCharge at h
    linarith
  -- mass action turns the radicand into the square of the total carrier density
  have hsq : defectCharge b N E q μ ^ 2 + 4 * (P * C)
      = (C * Real.exp (b * μ) + P * Real.exp (-(b * μ))) ^ 2 := by
    rw [hQ]
    linear_combination (-4 * P * C) * hprod
  rw [hsq, Real.sqrt_sq (by positivity), hQ]
  ring
```

## Which side of the intrinsic level

Let μ₀ be the intrinsic level, where holes and electrons balance:

P exp(−bμ₀) = C exp(bμ₀).

The carrier terms cancel there, so R(μ₀) = Q(μ₀). If μ is the neutral level, then R(μ) = 0, and strict decrease gives

μ₀ < μ exactly when Q(μ₀) > 0.

Thus the direction of the shift can be read from the defect charge at the intrinsic level, without solving for μ. The Lean proof obtains the forward direction from strict decrease and the reverse by contradiction.

```lean
/-- Let holes and electrons balance at `μ₀`, with `b, P, C > 0` and nonnegative defect totals.
The neutral Fermi level `μ` lies above `μ₀` exactly when the defect charge at `μ₀` is
positive. -/
theorem intrinsic_lt_neutral_iff (hb : 0 < b) (hP : 0 < P) (hC : 0 < C) (hN : ∀ d, 0 ≤ N d)
    (E q : ∀ d, S d → ℝ) {μ₀ μ : ℝ}
    (h₀ : P * Real.exp (-(b * μ₀)) = C * Real.exp (b * μ₀))
    (h : netCharge b P C N E q μ = 0) :
    μ₀ < μ ↔ 0 < defectCharge b N E q μ₀ := by
  have hanti := netCharge_strictAnti hb hP hC hN E q
  have he : netCharge b P C N E q μ₀ = defectCharge b N E q μ₀ := by
    unfold netCharge
    linarith
  rw [← he, ← h]
  refine ⟨fun hlt => hanti hlt, fun hlt => ?_⟩
  by_contra hc
  exact absurd (hanti.antitone (not_lt.1 hc)) (not_le_of_gt hlt)
```

## Acceptors without holes

Suppose P = 0, C > 0, every N_d ≥ 0 and no defect state has positive charge. Then every M_d(μ) ≤ 0, so Q(μ) ≤ 0 and

R(μ) = −C exp(bμ) + Q(μ) < 0

at every μ. No neutral level exists, so the condition P > 0 in the existence theorem cannot be relaxed to P ≥ 0. Physically, nothing is left to balance the negative charge of the electrons.

```lean
/-- Without holes, with electrons present (`C > 0`), nonnegative defect totals and no positively
charged defect state, the net charge is negative at every Fermi level. -/
theorem netCharge_neg_of_no_holes (hC : 0 < C) (hN : ∀ d, 0 ≤ N d) (E q : ∀ d, S d → ℝ)
    (hq : ∀ d s, q d s ≤ 0) (μ : ℝ) : netCharge b 0 C N E q μ < 0 := by
  have hQ : defectCharge b N E q μ ≤ 0 :=
    Finset.sum_nonpos fun d _ => mul_nonpos_iff.2 (Or.inl ⟨hN d,
      Finset.sum_nonpos fun s _ => mul_nonpos_iff.2 (Or.inr ⟨hq d s,
        div_nonneg (Real.exp_pos _).le (partition_pos b (E d) (q d) μ).le⟩)⟩)
  have he := mul_pos hC (Real.exp_pos (b * μ))
  unfold netCharge
  linarith

end

end QuenchedDefects
```

```lean
#print axioms QuenchedDefects.existsUnique_neutral_level
-- 'QuenchedDefects.existsUnique_neutral_level' depends on axioms: [propext, Classical.choice, Quot.sound]
#print axioms QuenchedDefects.electron_density_of_neutral
-- 'QuenchedDefects.electron_density_of_neutral' depends on axioms: [propext, Classical.choice, Quot.sound]
#print axioms QuenchedDefects.intrinsic_lt_neutral_iff
-- 'QuenchedDefects.intrinsic_lt_neutral_iff' depends on axioms: [propext, Classical.choice, Quot.sound]
#print axioms QuenchedDefects.netCharge_neg_of_no_holes
-- 'QuenchedDefects.netCharge_neg_of_no_holes' depends on axioms: [propext, Classical.choice, Quot.sound]
```
